# Spin-projected Hartree-Fock is exact for the singlet ground state of the repulsive Hubbard dimer

Take two electrons on two sites with hopping amplitude t > 0, on-site repulsion U ≥ 0 and any real site-energy difference d. Write the singlet ground state as a real symmetric 2×2 matrix A of amplitudes. Then there are real unit orbitals f, g and a real number k with

A = k (f gᵀ + g fᵀ).

The right-hand side is a single determinant, with the up electron in f and the down electron in g, projected onto the singlet. Restoring the spin symmetry of one determinant therefore captures all the correlation in this two-site, two-electron model, provided the orbitals are optimised after projection.

```lean
import Mathlib

open Matrix

namespace HubbardDimerProjectedHF

noncomputable section
```

This loads the Mathlib library and opens a namespace for the names below.

```lean
/-- One-electron Hamiltonian of the dimer: site energies `d/2` and `-d/2`, hopping `-t`. -/
def oneBody (t d : ℝ) : Matrix (Fin 2) (Fin 2) ℝ := !![d / 2, -t; -t, -(d / 2)]
```

`oneBody t d` is the one-electron Hamiltonian h. Lean numbers the sites 0 and 1; their energies are d/2 and −d/2.

```lean
/-- The Hubbard Hamiltonian acting on the amplitudes `A i j` for the up electron on site `i`
and the down electron on site `j`. -/
def hamiltonian (t U d : ℝ) (A : Matrix (Fin 2) (Fin 2) ℝ) : Matrix (Fin 2) (Fin 2) ℝ :=
  oneBody t d * A + A * oneBody t d + U • Matrix.diagonal (fun i => A i i)
```

The entry `A i j` is the amplitude for the up electron on site i and the down electron on site j. The Hamiltonian acts as

HA = hA + Ah + U diag(A₀₀, A₁₁).

The left product applies h to the up electron, the right product applies h to the down electron, and U acts only on double occupation.

```lean
/-- Overlap of two real two-electron states. -/
def overlap (A B : Matrix (Fin 2) (Fin 2) ℝ) : ℝ := (Aᵀ * B).trace
```

The overlap tr(AᵀB) is the sum of the products AᵢⱼBᵢⱼ, the usual inner product for real amplitudes.

```lean
/-- Expectation value of the Hubbard Hamiltonian in the state `A`, without normalisation. -/
def energy (t U d : ℝ) (A : Matrix (Fin 2) (Fin 2) ℝ) : ℝ := overlap A (hamiltonian t U d A)
```

This is ⟨A|H|A⟩, which is the mean energy when A is normalised.

```lean
/-- A singlet ground state: a normalised symmetric amplitude matrix whose energy is lowest
among all normalised symmetric amplitude matrices. -/
structure IsSingletGroundState (t U d : ℝ) (A : Matrix (Fin 2) (Fin 2) ℝ) : Prop where
  symm : A.IsSymm
  normalised : overlap A A = 1
  minimal : ∀ B : Matrix (Fin 2) (Fin 2) ℝ, B.IsSymm → overlap B B = 1 →
    energy t U d A ≤ energy t U d B
```

A ground state is defined by three conditions: A is symmetric (a singlet), has norm 1, and has the lowest energy among normalised real singlets. The Schrödinger equation is not assumed; it is derived below.

```lean
/-- The singlet projection, up to a factor, of the determinant with the up electron in `f`
and the down electron in `g`. -/
def projectedPair (f g : Fin 2 → ℝ) : Matrix (Fin 2) (Fin 2) ℝ :=
  vecMulVec f g + vecMulVec g f
```

`vecMulVec f g` is f gᵀ, so `projectedPair f g` is f gᵀ + g fᵀ. For unit orbitals its squared norm is 2 + 2(f·g)², so a normalised A has k = ±1/√(2 + 2(f·g)²).

## Three amplitudes and their Schrödinger equation

```lean
/-- A singlet is given by two ionic amplitudes `a`, `c` and one covalent amplitude `b`. -/
theorem singlet_iff (A : Matrix (Fin 2) (Fin 2) ℝ) :
    A.IsSymm ↔ ∃ a b c : ℝ, A = !![a, b; b, c] := by
  constructor
  · intro h
    refine ⟨A 0 0, A 0 1, A 1 1, ?_⟩
    ext i j
    fin_cases i <;> fin_cases j <;> simp [h.apply 0 1]
  · rintro ⟨a, b, c, rfl⟩
    exact Matrix.IsSymm.ext (fun i j => by fin_cases i <;> fin_cases j <;> rfl)
```

A singlet has the form A = [[a, b], [b, c]], with ionic amplitudes a, c and covalent amplitude b. The proof compares entries; `fin_cases` runs through the indices.

```lean
/-- Norm, action of the Hamiltonian and energy of a singlet in terms of its amplitudes. -/
theorem singlet_coordinates (t U d a b c : ℝ) :
    overlap !![a, b; b, c] !![a, b; b, c] = a ^ 2 + 2 * b ^ 2 + c ^ 2 ∧
    hamiltonian t U d !![a, b; b, c] =
      !![(U + d) * a - 2 * t * b, -t * (a + c); -t * (a + c), (U - d) * c - 2 * t * b] ∧
    energy t U d !![a, b; b, c] =
      d * (a ^ 2 - c ^ 2) - 4 * t * b * (a + c) + U * (a ^ 2 + c ^ 2) := by
  have hH : hamiltonian t U d !![a, b; b, c] =
      !![(U + d) * a - 2 * t * b, -t * (a + c); -t * (a + c), (U - d) * c - 2 * t * b] := by
    ext i j
    fin_cases i <;> fin_cases j <;>
      simp [hamiltonian, oneBody] <;>
      ring
  refine ⟨?_, hH, ?_⟩
  · simp [overlap, Matrix.trace_fin_two, Matrix.mul_apply, Fin.sum_univ_two]
    ring
  · rw [energy, hH]
    simp [overlap, Matrix.trace_fin_two, Matrix.mul_apply, Fin.sum_univ_two]
    ring
```

Multiplying out the matrices gives

⟨A|A⟩ = a² + 2b² + c²

⟨A|H|A⟩ = d(a² − c²) − 4tb(a + c) + U(a² + c²),

together with the entries of HA.

```lean
/-- Variational principle for singlets of any norm, in terms of their amplitudes. -/
theorem IsSingletGroundState.rayleigh {t U d : ℝ} {A : Matrix (Fin 2) (Fin 2) ℝ}
    (h : IsSingletGroundState t U d A) (x y z : ℝ) :
    energy t U d A * (x ^ 2 + 2 * y ^ 2 + z ^ 2) ≤
      d * (x ^ 2 - z ^ 2) - 4 * t * y * (x + z) + U * (x ^ 2 + z ^ 2) := by
  have hn : 0 ≤ x ^ 2 + 2 * y ^ 2 + z ^ 2 := by positivity
  rcases eq_or_lt_of_le hn with h0 | hpos
  · have hx : x = 0 := (pow_eq_zero_iff two_ne_zero).1
      (by nlinarith [sq_nonneg x, sq_nonneg y, sq_nonneg z])
    have hy : y = 0 := (pow_eq_zero_iff two_ne_zero).1
      (by nlinarith [sq_nonneg x, sq_nonneg y, sq_nonneg z])
    have hz : z = 0 := (pow_eq_zero_iff two_ne_zero).1
      (by nlinarith [sq_nonneg x, sq_nonneg y, sq_nonneg z])
    simp [hx, hy, hz]
  · -- normalise the trial state and use minimality
    obtain ⟨s, hs⟩ : ∃ s : ℝ, s ^ 2 * (x ^ 2 + 2 * y ^ 2 + z ^ 2) = 1 :=
      ⟨(√(x ^ 2 + 2 * y ^ 2 + z ^ 2))⁻¹, by
        rw [inv_pow, Real.sq_sqrt hn]
        exact inv_mul_cancel₀ hpos.ne'⟩
    have hm := h.minimal !![s * x, s * y; s * y, s * z] ((singlet_iff _).2 ⟨_, _, _, rfl⟩)
      (by rw [(singlet_coordinates t U d _ _ _).1]; linear_combination hs)
    rw [(singlet_coordinates t U d (s * x) (s * y) (s * z)).2.2] at hm
    have hk := mul_le_mul_of_nonneg_left hm hn
    linear_combination hk +
      (d * (x ^ 2 - z ^ 2) - 4 * t * y * (x + z) + U * (x ^ 2 + z ^ 2)) * hs
```

Let E be the ground-state energy. For any amplitudes x, y, z, normalised or not,

E(x² + 2y² + z²) ≤ d(x² − z²) − 4ty(x + z) + U(x² + z²).

For the zero state both sides vanish. Otherwise, scale the trial state to norm 1, apply minimality and scale back.

```lean
/-- A singlet ground state solves the Schrödinger equation. -/
theorem IsSingletGroundState.schrodinger {t U d : ℝ} {A : Matrix (Fin 2) (Fin 2) ℝ}
    (h : IsSingletGroundState t U d A) :
    hamiltonian t U d A = energy t U d A • A := by
  obtain ⟨a, b, c, rfl⟩ := (singlet_iff A).1 h.symm
  -- a non-negative quadratic that vanishes at the origin has no linear term
  have stat : ∀ p q : ℝ, (∀ s : ℝ, 0 ≤ 2 * s * p + s ^ 2 * q) → p = 0 := by
    intro p q H
    have hd := discrim_le_zero (a := q) (b := 2 * p) (c := 0)
      (fun s => by nlinarith [H s])
    unfold discrim at hd
    exact (pow_eq_zero_iff two_ne_zero).1 (le_antisymm (by nlinarith) (sq_nonneg p))
  have Q := h.rayleigh
  have hn := h.normalised
  rw [(singlet_coordinates t U d a b c).1] at hn
  have hE : energy t U d !![a, b; b, c] * (a ^ 2 + 2 * b ^ 2 + c ^ 2) =
      d * (a ^ 2 - c ^ 2) - 4 * t * b * (a + c) + U * (a ^ 2 + c ^ 2) := by
    rw [hn, mul_one, (singlet_coordinates t U d a b c).2.2]
  rw [(singlet_coordinates t U d a b c).2.1]
  generalize energy t U d !![a, b; b, c] = E at Q hE ⊢
  -- vary each amplitude in turn
  have h1 := stat ((U + d - E) * a - 2 * t * b) (U + d - E)
    (fun s => by linear_combination Q (a + s) b c - hE)
  have h2 := stat (-2 * t * (a + c) - 2 * E * b) (-2 * E)
    (fun s => by linear_combination Q a (b + s) c - hE)
  have h3 := stat ((U - d - E) * c - 2 * t * b) (U - d - E)
    (fun s => by linear_combination Q a b (c + s) - hE)
  ext i j
  fin_cases i <;> fin_cases j
  · change (U + d) * a - 2 * t * b = E * a
    linear_combination h1
  · change -t * (a + c) = E * b
    linear_combination h2 / 2
  · change -t * (a + c) = E * b
    linear_combination h2 / 2
  · change (U - d) * c - 2 * t * b = E * c
    linear_combination h3
```

The bound is an equality at (a, b, c). Replacing a by a + s therefore gives, for every real s,

0 ≤ 2sp + s²q, with p = (U + d − E)a − 2tb and q = U + d − E.

A nonzero p would make the right side negative for a small s of opposite sign, so p = 0. Lean's `stat` reaches this through the discriminant. Varying b and c in the same way yields HA = EA, that is

(U + d)a − 2tb = Ea

−t(a + c) = Eb

(U − d)c − 2tb = Ec.

The tactic `linear_combination` checks each result as a combination of known relations.

```lean
/-- With hopping `t > 0` the singlet ground-state energy is negative. -/
theorem IsSingletGroundState.energy_neg {t U d : ℝ} {A : Matrix (Fin 2) (Fin 2) ℝ}
    (h : IsSingletGroundState t U d A) (ht : 0 < t) : energy t U d A < 0 := by
  -- choose the covalent amplitude `y = (U ^ 2 + 1) / t` for the trial state
  obtain ⟨y, hy⟩ : ∃ y : ℝ, t * y = U ^ 2 + 1 :=
    ⟨(U ^ 2 + 1) / t, mul_div_cancel₀ _ ht.ne'⟩
  have hQ := h.rayleigh 1 y 1
  by_contra hE
  have hp : 0 ≤ energy t U d A * (1 ^ 2 + 2 * y ^ 2 + 1 ^ 2) :=
    mul_nonneg (not_lt.1 hE) (by positivity)
  nlinarith [sq_nonneg (U - 1), sq_nonneg U]
```

Use the trial amplitudes (1, y, 1) with ty = U² + 1. The d terms cancel, and

E(2 + 2y²) ≤ 2U − 8(U² + 1) = −(U − 1)² − 7U² − 7 < 0.

Hence E < 0. The tactic `nlinarith` finds the final inequality from the squares it is given.

## The sign of the determinant

```lean
/-- A relation between the determinant of the ground-state amplitudes, `U`, the energy and the
covalent amplitude. -/
theorem IsSingletGroundState.det_identity {t U d : ℝ} {A : Matrix (Fin 2) (Fin 2) ℝ}
    (h : IsSingletGroundState t U d A) :
    (U - energy t U d A) * A.det = -U * (A 0 1) ^ 2 := by
  obtain ⟨a, b, c, rfl⟩ := (singlet_iff A).1 h.symm
  have e := h.schrodinger
  rw [(singlet_coordinates t U d a b c).2.1] at e
  rw [Matrix.det_fin_two_of]
  generalize energy t U d !![a, b; b, c] = E at e ⊢
  have e0 : (U + d) * a - 2 * t * b = E * a := congrFun (congrFun e 0) 0
  have e1 : -t * (a + c) = E * b := congrFun (congrFun e 0) 1
  have e2 : (U - d) * c - 2 * t * b = E * c := congrFun (congrFun e 1) 1
  change (U - E) * (a * c - b * b) = -U * b ^ 2
  linear_combination c / 2 * e0 + a / 2 * e2 - b * e1
```

Multiply the first Schrödinger equation by c/2 and the third by a/2, then add. The d terms cancel:

Uac − tb(a + c) = Eac.

By the second equation, −tb(a + c) = Eb², so (U − E)ac = −Eb². Subtracting (U − E)b² from both sides gives

(U − E) det A = −Ub².

The last line of the proof uses exactly these multipliers.

```lean
/-- A singlet is a multiple of a spin-projected determinant of real unit orbitals exactly when
its amplitude matrix has non-positive determinant. -/
theorem projected_iff_det_nonpos {A : Matrix (Fin 2) (Fin 2) ℝ} (hA : A.IsSymm) :
    (∃ (k : ℝ) (f g : Fin 2 → ℝ), f ⬝ᵥ f = 1 ∧ g ⬝ᵥ g = 1 ∧ A = k • projectedPair f g) ↔
      A.det ≤ 0 := by
  constructor
  · rintro ⟨k, f, g, -, -, hk⟩
    have hd : A.det = -(k * (f 0 * g 1 - f 1 * g 0)) ^ 2 := by
      rw [hk, Matrix.det_fin_two]
      simp only [projectedPair, Matrix.smul_apply, Matrix.add_apply, Matrix.vecMulVec_apply,
        smul_eq_mul]
      ring
    rw [hd]
    exact neg_nonpos.2 (sq_nonneg _)
  · intro hdet
    obtain ⟨a, b, c, rfl⟩ := (singlet_iff A).1 hA
    rw [Matrix.det_fin_two_of] at hdet
    -- factorise the quadratic form into two real linear factors
    obtain ⟨m, v, w, hm, e⟩ : ∃ (m : ℝ) (v w : Fin 2 → ℝ), m ≠ 0 ∧
        projectedPair v w = m • !![a, b; b, c] := by
      rcases eq_or_ne a 0 with rfl | ha
      · refine ⟨2, ![0, 1], ![2 * b, c], two_ne_zero, ?_⟩
        ext i j
        fin_cases i <;> fin_cases j
        · change 0 * (2 * b) + 2 * b * 0 = 2 * (0 : ℝ)
          ring
        · change 0 * c + 2 * b * 1 = 2 * b
          ring
        · change 1 * (2 * b) + c * 0 = 2 * b
          ring
        · change 1 * c + c * 1 = 2 * c
          ring
      · obtain ⟨D, hD⟩ : ∃ D : ℝ, D * D = b * b - a * c :=
          ⟨√(b * b - a * c), Real.mul_self_sqrt (by linarith)⟩
        refine ⟨2 * a, ![a, b + D], ![a, b - D], mul_ne_zero two_ne_zero ha, ?_⟩
        ext i j
        fin_cases i <;> fin_cases j
        · change a * a + a * a = 2 * a * a
          ring
        · change a * (b - D) + a * (b + D) = 2 * a * b
          ring
        · change (b + D) * a + (b - D) * a = 2 * a * b
          ring
        · change (b + D) * (b - D) + (b - D) * (b + D) = 2 * a * c
          linear_combination (-2) * hD
    -- normalise both orbitals
    have unit : ∀ v : Fin 2 → ℝ, ∃ (r : ℝ) (u : Fin 2 → ℝ), u ⬝ᵥ u = 1 ∧ v = r • u := by
      intro v
      by_cases hv : v ⬝ᵥ v = 0
      · exact ⟨0, ![1, 0], by simp [dotProduct, Fin.sum_univ_two],
          by rw [zero_smul]; exact dotProduct_self_eq_zero.1 hv⟩
      · obtain ⟨r, hr⟩ : ∃ r : ℝ, r * r = v ⬝ᵥ v :=
          ⟨√(v ⬝ᵥ v), Real.mul_self_sqrt (Finset.sum_nonneg fun i _ => mul_self_nonneg (v i))⟩
        have hr0 : r ≠ 0 := fun h0 => hv (by rw [← hr, h0, mul_zero])
        refine ⟨r, r⁻¹ • v, ?_, (smul_inv_smul₀ hr0 v).symm⟩
        rw [smul_dotProduct, dotProduct_smul, smul_eq_mul, smul_eq_mul, ← hr]
        field_simp
    obtain ⟨r, f, hf, rfl⟩ := unit v
    obtain ⟨s, g, hg, rfl⟩ := unit w
    have hp : projectedPair (r • f) (s • g) = (r * s) • projectedPair f g := by
      ext i j
      simp only [projectedPair, Matrix.smul_apply, Matrix.add_apply, Matrix.vecMulVec_apply,
        Pi.smul_apply, smul_eq_mul]
      ring
    exact ⟨m⁻¹ * (r * s), f, g, hf, hg, by rw [mul_smul, ← hp, e, inv_smul_smul₀ hm]⟩
```

This theorem concerns any symmetric A, not only ground states. In one direction, direct expansion gives

det[k(f gᵀ + g fᵀ)] = −k²(f₀g₁ − f₁g₀)² ≤ 0.

Conversely, let det A = ac − b² ≤ 0. If a ≠ 0, set D = √(b² − ac), v = (a, b + D) and w = (a, b − D). Then

v wᵀ + w vᵀ = 2aA,

since the last entry is 2(b² − D²) = 2ac. If a = 0, the vectors v = (0, 1) and w = (2b, c) give 2A instead. Finally write v = rf and w = sg with unit f, g, and absorb the factors into k. A zero vector is written as 0 times a unit vector.

## Existence, exactness and the need for two orbitals

```lean
/-- The dimer has a singlet ground state for all real parameters. -/
theorem exists_singletGroundState (t U d : ℝ) : ∃ A, IsSingletGroundState t U d A := by
  let S : Set (ℝ × ℝ × ℝ) := {x | x.1 ^ 2 + 2 * x.2.1 ^ 2 + x.2.2 ^ 2 = 1}
  have hS : IsCompact S := by
    refine (isCompact_Icc (a := ((-1, -1, -1) : ℝ × ℝ × ℝ)) (b := (1, 1, 1))).of_isClosed_subset
      (isClosed_eq (by fun_prop) (by fun_prop)) ?_
    rintro ⟨x, y, z⟩ h
    change x ^ 2 + 2 * y ^ 2 + z ^ 2 = 1 at h
    have hx := abs_le.1 ((sq_le_one_iff_abs_le_one x).1 (by nlinarith [sq_nonneg y, sq_nonneg z]))
    have hy := abs_le.1 ((sq_le_one_iff_abs_le_one y).1
      (by nlinarith [sq_nonneg x, sq_nonneg y, sq_nonneg z]))
    have hz := abs_le.1 ((sq_le_one_iff_abs_le_one z).1 (by nlinarith [sq_nonneg x, sq_nonneg y]))
    exact ⟨⟨hx.1, hy.1, hz.1⟩, ⟨hx.2, hy.2, hz.2⟩⟩
  obtain ⟨⟨a, b, c⟩, hmem, hmin⟩ := hS.exists_isMinOn ⟨(1, 0, 0), by simp [S]⟩
    (f := fun x : ℝ × ℝ × ℝ => d * (x.1 ^ 2 - x.2.2 ^ 2) - 4 * t * x.2.1 * (x.1 + x.2.2)
      + U * (x.1 ^ 2 + x.2.2 ^ 2)) (Continuous.continuousOn (by fun_prop))
  refine ⟨!![a, b; b, c], (singlet_iff _).2 ⟨a, b, c, rfl⟩, ?_, ?_⟩
  · rw [(singlet_coordinates t U d a b c).1]
    exact hmem
  · intro B hB hn
    obtain ⟨x, y, z, rfl⟩ := (singlet_iff B).1 hB
    rw [(singlet_coordinates t U d x y z).1] at hn
    rw [(singlet_coordinates t U d a b c).2.2, (singlet_coordinates t U d x y z).2.2]
    exact isMinOn_iff.1 hmin (x, y, z) hn
```

Ground states exist for all real t, U, d. The normalised amplitudes form a closed and bounded set, on which the continuous energy attains its minimum.

```lean
/-- For `t > 0`, `U ≥ 0` and any `d`, every singlet ground state is a multiple of `f gᵀ + g fᵀ` with
real unit orbitals `f`, `g`. -/
theorem projected_hartreeFock_exact {t U d : ℝ} (ht : 0 < t) (hU : 0 ≤ U)
    {A : Matrix (Fin 2) (Fin 2) ℝ} (h : IsSingletGroundState t U d A) :
    ∃ (k : ℝ) (f g : Fin 2 → ℝ), f ⬝ᵥ f = 1 ∧ g ⬝ᵥ g = 1 ∧ A = k • projectedPair f g := by
  refine (projected_iff_det_nonpos h.symm).2 ?_
  have hE := h.energy_neg ht
  have hid := h.det_identity
  by_contra hdet
  have hpos := mul_pos (show 0 < U - energy t U d A by linarith) (not_le.1 hdet)
  nlinarith [mul_nonneg hU (sq_nonneg (A 0 1))]
```

Here the colon separates the hypotheses from the conclusion, and `f ⬝ᵥ f = 1` says that f is a unit vector. Since E < 0 ≤ U, the factor U − E is positive, while −Ub² ≤ 0. The identity forces det A ≤ 0, and the factorisation supplies f and g. The ground state is thus itself a projected determinant, so minimising the energy over all projected determinants gives the exact ground-state energy. Lean argues by contradiction: a positive determinant would make the left side of the identity positive.

At U = 0 the identity reads −E det A = 0, so det A = 0 and f = ±g: without interaction, one doubly occupied orbital is enough.

```lean
/-- For `t > 0` and `U > 0` no singlet ground state is a multiple of `f fᵀ`, the state with both
electrons in one real orbital `f`. -/
theorem not_doubly_occupied {t U d : ℝ} (ht : 0 < t) (hU : 0 < U)
    {A : Matrix (Fin 2) (Fin 2) ℝ} (h : IsSingletGroundState t U d A) :
    ¬ ∃ (k : ℝ) (f : Fin 2 → ℝ), A = k • vecMulVec f f := by
  rintro ⟨k, f, hA⟩
  have hdet : A.det = 0 := by
    rw [hA, Matrix.det_fin_two]
    simp only [Matrix.smul_apply, Matrix.vecMulVec_apply, smul_eq_mul]
    ring
  clear hA
  -- a vanishing determinant removes the covalent amplitude
  have hid := h.det_identity
  rw [hdet, mul_zero] at hid
  have hb : A 0 1 = 0 := (pow_eq_zero_iff two_ne_zero).1
    ((mul_eq_zero.1 hid.symm).resolve_left (neg_ne_zero.2 hU.ne'))
  have hneg := h.energy_neg ht
  have e := congrFun (congrFun h.schrodinger 0) 1
  rw [Matrix.smul_apply, hb, smul_zero] at e
  obtain ⟨a, b, c, rfl⟩ := (singlet_iff A).1 h.symm
  rw [(singlet_coordinates t U d a b c).2.1] at e
  change b = 0 at hb
  change -t * (a + c) = 0 at e
  have hac := (mul_eq_zero.1 e).resolve_left (neg_ne_zero.2 ht.ne')
  have hc : c = -a := by linarith
  -- with `b = 0` and `c = -a` the energy cannot be negative
  rw [(singlet_coordinates t U d a b c).2.2, hb, hc] at hneg
  nlinarith [mul_nonneg hU.le (sq_nonneg a)]

end

end HubbardDimerProjectedHF
```

For U > 0 one real orbital never suffices. If A = k f fᵀ, then det A = 0, and the identity gives b = 0. The second Schrödinger equation becomes −t(a + c) = 0, so c = −a. The energy is then

d(a² − a²) + 2Ua² = 2Ua² ≥ 0,

which contradicts E < 0.

```lean
#print axioms HubbardDimerProjectedHF.exists_singletGroundState
-- 'HubbardDimerProjectedHF.exists_singletGroundState' depends on axioms: [propext, Classical.choice, Quot.sound]
#print axioms HubbardDimerProjectedHF.projected_hartreeFock_exact
-- 'HubbardDimerProjectedHF.projected_hartreeFock_exact' depends on axioms: [propext, Classical.choice, Quot.sound]
#print axioms HubbardDimerProjectedHF.not_doubly_occupied
-- 'HubbardDimerProjectedHF.not_doubly_occupied' depends on axioms: [propext, Classical.choice, Quot.sound]
```
